# The Born integral of a cut Coulomb potential has no limit at nonzero momentum transfer, but its cutoff average does

Take momentum transfer $q=1$ and cut the Coulomb potential off at radius $R$. The radial Born integral is then

$$\int_0^R \sin r\,dr = 1-\cos R .$$

It returns to $0$ at every $R=2\pi n$ and to $2$ at every $R=(2n+1)\pi$, with $n=0,1,2,\dots$, so it never settles. Its average over cutoffs in $[0,L]$ is $1-\sin L/L$, which tends to $1$. The same mechanism works for every $q>0$.

```lean
import Mathlib

open Filter Topology

namespace CoulombCutoffAverage

noncomputable section
```

## Cutoff, average and amplitude

For general $q$, in units of inverse length, the integral is

$$C(R)=\int_0^R \sin(qr)\,dr .$$

In Lean it is `bornIntegral q R`, with real arguments.

```lean
/-- The radial Born integral `C(R) = ∫₀ᴿ sin(qr) dr` of a Coulomb potential cut off at
radius `R`, for momentum transfer `q`. -/
def bornIntegral (q R : ℝ) : ℝ := ∫ r in (0 : ℝ)..R, Real.sin (q * r)
```

The average of a cutoff-dependent quantity $F$ is $\frac1L\int_0^L F(R)\,dR$. Giving all cutoffs equal weight is a chosen prescription, not a consequence of scattering theory.

```lean
/-- The average of a cutoff-dependent quantity `F(R)` over the cutoffs `R` in `[0, L]`,
for `L > 0`. -/
def cutoffMean (F : ℝ → ℝ) (L : ℝ) : ℝ := (∫ R in (0 : ℝ)..L, F R) / L
```

For a reduced potential $U=2mV/\hbar^2$, the first Born amplitude with a sharp cutoff is

$$f_R=-\frac1q\int_0^R r\,U(r)\sin(qr)\,dr,\qquad U(r)=\frac gr .$$

The coupling $g$ is negative for attraction, which makes the averaged amplitude found below positive.

```lean
/-- The first Born amplitude `-(1/q) ∫₀ᴿ r U(r) sin(qr) dr` of the reduced Coulomb potential
`U(r) = g/r` cut off at `R`, for `q ≠ 0`; the single point `r = 0` does not affect the
integral. -/
def coulombAmplitude (g q R : ℝ) : ℝ :=
  -(1 / q) * ∫ r in (0 : ℝ)..R, r * (g / r) * Real.sin (q * r)
```

## Oscillation with the cutoff

The phase $qr$ has derivative $q$ with respect to $r$.

```lean
/-- The phase `qr` has derivative `q` with respect to the radius `r`. -/
lemma hasDerivAt_phase (q r : ℝ) : HasDerivAt (fun x : ℝ => q * x) q r := by
  simpa using (hasDerivAt_id' r).const_mul q
```

By the chain rule, $-\cos(qr)$ is therefore an antiderivative of $q\sin(qr)$, and

$$q\,C(R)=\bigl[-\cos(qr)\bigr]_0^R=1-\cos(qR).$$

In the proof, `hd` supplies the antiderivative, `hc` the continuity of the integrand, and the fundamental theorem of calculus does the rest.

```lean
/-- The Born integral `C(R)` satisfies `q C(R) = 1 - cos(qR)`. -/
theorem mul_bornIntegral (q R : ℝ) : q * bornIntegral q R = 1 - Real.cos (q * R) := by
  unfold bornIntegral
  rw [← intervalIntegral.integral_const_mul]
  -- `-cos(qr)` is an antiderivative of `q sin(qr)`
  have hd : ∀ r ∈ Set.uIcc (0 : ℝ) R,
      HasDerivAt (fun x : ℝ => -Real.cos (q * x)) (q * Real.sin (q * r)) r :=
    fun r _ => (hasDerivAt_phase q r).cos.fun_neg.congr_deriv (by ring)
  have hc : Continuous fun r : ℝ => q * Real.sin (q * r) := by fun_prop
  rw [intervalIntegral.integral_eq_sub_of_hasDerivAt hd (hc.intervalIntegrable _ _)]
  rw [mul_zero, Real.cos_zero]
  ring
```

Let $0\le c\le 2/q$. To find a cutoff beyond a given $R_0$ at which $C(R)=c$, choose a natural number $n\ge qR_0/(2\pi)$ and set

$$R=\frac{\arccos(1-qc)+2\pi n}{q}.$$

The arccosine is non-negative, so $qR\ge 2\pi n\ge qR_0$. Periodicity gives $\cos(qR)=1-qc$, hence $C(R)=c$. The two bullets of the proof check these two claims in that order.

```lean
/-- For `q > 0`, every value `c` between `0` and `2/q` is taken by the Born integral at
arbitrarily large cutoffs. -/
theorem bornIntegral_recurs {q c : ℝ} (hq : 0 < q) (hc : 0 ≤ c) (hc2 : q * c ≤ 2) (R₀ : ℝ) :
    ∃ R, R₀ ≤ R ∧ bornIntegral q R = c := by
  have hqc : 0 ≤ q * c := mul_nonneg hq.le hc
  -- choose the phase that gives `c`, then add enough full periods
  obtain ⟨n, hn⟩ := exists_nat_ge (q * R₀ / (2 * Real.pi))
  rw [div_le_iff₀ (by positivity)] at hn
  refine ⟨(Real.arccos (1 - q * c) + n * (2 * Real.pi)) / q, ?_, ?_⟩
  · rw [le_div_iff₀ hq]
    linarith [Real.arccos_nonneg (1 - q * c), mul_comm q R₀]
  · apply mul_left_cancel₀ hq.ne'
    have hx : q * ((Real.arccos (1 - q * c) + n * (2 * Real.pi)) / q)
        = Real.arccos (1 - q * c) + n * (2 * Real.pi) := by
      field_simp
    rw [mul_bornIntegral, hx, Real.cos_add_nat_mul_two_pi,
      Real.cos_arccos (by linarith) (by linarith)]
    ring
```

## The average over cutoffs

Integrating the oscillating expression once more gives

$$q\int_0^L C(R)\,dR=\int_0^L\bigl(1-\cos(qR)\bigr)dR=L-\frac{\sin(qL)}{q}.$$

This is `hI`; division by $L$ yields $q$ times the mean as $1-\sin(qL)/(qL)$.

```lean
/-- For `q ≠ 0` and `L ≠ 0`, the cutoff average of the Born integral satisfies
`q · mean = 1 - sin(qL)/(qL)`. -/
theorem mul_cutoffMean {q L : ℝ} (hq : q ≠ 0) (hL : L ≠ 0) :
    q * cutoffMean (bornIntegral q) L = 1 - Real.sin (q * L) / (q * L) := by
  have hI : q * (∫ R in (0 : ℝ)..L, bornIntegral q R) = L - Real.sin (q * L) / q := by
    rw [← intervalIntegral.integral_const_mul]
    simp_rw [mul_bornIntegral]
    -- integrate `1 - cos(qR)` over the cutoff
    have hd : ∀ R ∈ Set.uIcc (0 : ℝ) L,
        HasDerivAt (fun x : ℝ => x - Real.sin (q * x) / q) (1 - Real.cos (q * R)) R :=
      fun R _ => ((hasDerivAt_id' R).fun_sub
        ((hasDerivAt_phase q R).sin.div_const q)).congr_deriv
          (by rw [mul_div_cancel_right₀ _ hq])
    have hc : Continuous fun R : ℝ => 1 - Real.cos (q * R) := by fun_prop
    rw [intervalIntegral.integral_eq_sub_of_hasDerivAt hd (hc.intervalIntegrable _ _)]
    simp
  unfold cutoffMean
  rw [← mul_div_assoc, hI, sub_div, div_self hL, div_div]
```

Since $|\sin(qL)|\le1$, the mean differs from $1/q$ by a relative error of at most $1/(qL)$.

```lean
/-- For `q > 0` and `L > 0`, the cutoff average agrees with `1/q` up to a relative error of
at most `1/(qL)`. -/
theorem cutoffMean_error {q L : ℝ} (hq : 0 < q) (hL : 0 < L) :
    |q * cutoffMean (bornIntegral q) L - 1| ≤ 1 / (q * L) := by
  have h : q * cutoffMean (bornIntegral q) L - 1 = -(Real.sin (q * L) / (q * L)) := by
    rw [mul_cutoffMean hq.ne' hL.ne']
    ring
  rw [h, abs_neg, abs_div, abs_of_pos (mul_pos hq hL)]
  gcongr
  exact Real.abs_sin_le_one _
```

The main theorem has two halves. The first says that no real $l$ is the limit of $C(R)$ as $R\to\infty$. If $l$ were the limit and $l\ne c$, then $C(R)\ne c$ for all large $R$, contradicting the recurrence of $c$. So $l$ would equal both $0$ and $1/q$, which is impossible.

The second half says that the mean, as a function of $L$, tends to $1/q$. The error bound squeezes $q\cdot\text{mean}-1$ to zero; adding $1$ and dividing by $q$ gives the limit.

```lean
/-- For `q > 0` the Born integral of the cut Coulomb potential has no limit as the cutoff
grows, but its average over cutoffs in `[0, L]` tends to `1/q` as `L → ∞`. -/
theorem bornIntegral_no_limit_but_mean {q : ℝ} (hq : 0 < q) :
    (¬ ∃ l, Tendsto (bornIntegral q) atTop (𝓝 l)) ∧
      Tendsto (cutoffMean (bornIntegral q)) atTop (𝓝 (1 / q)) := by
  constructor
  · rintro ⟨l, hl⟩
    -- a limit would have to equal every recurring value
    have key : ∀ c, 0 ≤ c → q * c ≤ 2 → l = c := by
      intro c hc hc2
      by_contra hne
      obtain ⟨R₀, hR₀⟩ := eventually_atTop.1 (hl.eventually_ne hne)
      obtain ⟨R, hR, hRc⟩ := bornIntegral_recurs hq hc hc2 R₀
      exact hR₀ R hR hRc
    have h0 : l = 0 := key 0 le_rfl (by norm_num)
    have h1 : l = 1 / q := key (1 / q) (by positivity) (by
      rw [mul_one_div_cancel hq.ne']
      norm_num)
    have hpos : 0 < 1 / q := by positivity
    linarith
  · -- the relative error is squeezed to zero
    have ha : Tendsto (fun L : ℝ => 1 / (q * L)) atTop (𝓝 0) :=
      tendsto_const_nhds.div_atTop (tendsto_id.const_mul_atTop hq)
    have h1 : Tendsto (fun L => q * cutoffMean (bornIntegral q) L - 1) atTop (𝓝 0) := by
      refine squeeze_zero_norm' ?_ ha
      filter_upwards [eventually_gt_atTop (0 : ℝ)] with L hL
      rw [Real.norm_eq_abs]
      exact cutoffMean_error hq hL
    have h2 := (h1.add_const 1).div_const q
    rw [zero_add] at h2
    refine h2.congr fun L => ?_
    rw [sub_add_cancel, mul_div_cancel_left₀ _ hq.ne']
```

The hypothesis `0 < q` excludes $q=0$, where $C(R)=0$ for every $R$ and a limit does exist. This counter-example only shows that $q\neq0$ is needed: for negative $q$ the integral merely changes sign, because the sine is odd. Nor does it mean that the forward amplitude converges: as $q\to0$ at fixed $R$, $\sin(qr)/q$ tends to $r$ and $f_R$ to $-gR^2/2$, which grows without bound in magnitude with $R$ when $g\ne0$.

## The Coulomb scattering amplitude

Away from the origin $r\,(g/r)=g$, and at $r=0$ the sine vanishes, so

$$f_R=-\frac gq\,C(R).$$

The proof compares the integrands pointwise, treating $r=0$ separately.

```lean
/-- The Born amplitude of the cut Coulomb potential is `-(g/q)` times the radial Born
integral. -/
theorem coulombAmplitude_eq (g q R : ℝ) :
    coulombAmplitude g q R = -(g / q) * bornIntegral q R := by
  have h : (∫ r in (0 : ℝ)..R, r * (g / r) * Real.sin (q * r))
      = ∫ r in (0 : ℝ)..R, g * Real.sin (q * r) := by
    apply intervalIntegral.integral_congr
    intro r _
    by_cases hr : r = 0
    · simp [hr]
    · have hg : r * (g / r) = g := by field_simp
      simp only [hg]
  unfold coulombAmplitude bornIntegral
  rw [h, intervalIntegral.integral_const_mul]
  ring
```

For $g\ne0$, a limit of $f_R$ would give one for $C(R)=-(q/g)f_R$, which has been excluded. Averaging is linear, so the mean amplitude tends to

$$-\frac gq\cdot\frac1q=-\frac g{q^2}.$$

With $g=0$ the amplitude is identically zero and converges, so the first half needs $g\ne0$.

```lean
/-- For `q > 0` and coupling `g ≠ 0`, the Born amplitude of the cut Coulomb potential has no
limit as the cutoff grows, but its cutoff average tends to `-g/q²`. -/
theorem coulombAmplitude_no_limit_but_mean {g q : ℝ} (hg : g ≠ 0) (hq : 0 < q) :
    (¬ ∃ l, Tendsto (coulombAmplitude g q) atTop (𝓝 l)) ∧
      Tendsto (cutoffMean (coulombAmplitude g q)) atTop (𝓝 (-g / q ^ 2)) := by
  have hq' : q ≠ 0 := hq.ne'
  obtain ⟨hno, hmean⟩ := bornIntegral_no_limit_but_mean hq
  constructor
  · rintro ⟨l, hl⟩
    refine hno ⟨-(q / g) * l, (hl.const_mul (-(q / g))).congr fun R => ?_⟩
    rw [coulombAmplitude_eq]
    field_simp
  · -- averaging is linear, so the constant factor comes out
    have e : -g / q ^ 2 = -(g / q) * (1 / q) := by field_simp
    rw [e]
    refine (hmean.const_mul (-(g / q))).congr fun L => ?_
    unfold cutoffMean
    simp_rw [coulombAmplitude_eq]
    rw [intervalIntegral.integral_const_mul, mul_div_assoc]

end

end CoulombCutoffAverage
```

For electron scattering factors, averaging over sharp cutoffs recovers the Coulomb form $-g/q^2$ of a bare point charge in first Born approximation; a single sharp cutoff, however large, does not do so reliably. Screening by atomic electrons and higher Born orders do not enter the model.

```lean
#print axioms CoulombCutoffAverage.bornIntegral_no_limit_but_mean
-- 'CoulombCutoffAverage.bornIntegral_no_limit_but_mean' depends on axioms: [propext, Classical.choice, Quot.sound]
#print axioms CoulombCutoffAverage.coulombAmplitude_no_limit_but_mean
-- 'CoulombCutoffAverage.coulombAmplitude_no_limit_but_mean' depends on axioms: [propext, Classical.choice, Quot.sound]
```
